# With energy A/n⁶ per orbital and whole shells kept, omitted energy times basis size tends to A/9

## Does the error fall only as the inverse of the number of orbitals?

Take the 1s orbital as the whole basis, and let every orbital with principal quantum number n carry the energy A/n⁶, where A is a real constant. The first omitted shell has four orbitals, 2s and three 2p, with A/64 each. Together they hold A/16: the energy per orbital falls as n⁻⁶, but the energy per shell only as n⁻⁴.

If I keep all shells up to X, I expect the omitted energy R(X) to approach A/(3X³), and its product with the number of orbitals N(X) to approach A/9. Can this be made rigorous and machine-checked, starting from the orbitals (n,l,m) themselves?

## From the orbital count to the two limits

Yes. Shell n contains l = 0, …, n−1, with 2l+1 values of m for each l, so it holds

1 + 3 + … + (2n−1) = n²

orbitals and contributes n² · A/n⁶ = A/n⁴. Summing n² over the shells kept gives

N(X) = X(X+1)(2X+1)/6.

The omitted energy is the convergent series

R(X) = Σ_{n>X} A/n⁴.

To bound it, integrate t⁻⁴ from y to y+1, for y > 0. The integrand decreases, so

1/(y+1)⁴ ≤ 1/(3y³) − 1/(3(y+1)³) ≤ 1/y⁴.

Sum the left inequality over y = X, X+1, … and the right one over y = X+1, X+2, …. The differences telescope, and their far end tends to zero. For A ≥ 0 and X ≥ 1 this gives

A/(3(X+1)³) ≤ R(X) ≤ A/(3X³).

Multiplying by X³ yields

(X/(X+1))³ · A/3 ≤ X³R(X) ≤ A/3,

so X³R(X) → A/3. Since R is linear in A, the limit holds for negative A too. Finally,

N(X)/X³ = (1+1/X)(2+1/X)/6 → 1/3,

and therefore N(X)R(X) → A/9.

For A ≠ 0, the cubic law also gives

R(2X)/R(X) = (1/8) · (2X)³R(2X) / (X³R(X)) → 1/8.

Here is the complete Lean file.

```lean
import Mathlib

open Filter Topology

namespace PrincipalExpansion

noncomputable section

/-- Triples (n, l, m) of two natural numbers and an integer, used to label orbitals; the type itself
does not restrict l or m. -/
abbrev Orbital := Σ _ : ℕ, Σ _ : ℕ, ℤ

/-- The pairs (l, m) of shell n, with 0 ≤ l < n and -l ≤ m ≤ l. -/
def shell (n : ℕ) : Finset (Σ _ : ℕ, ℤ) :=
  (Finset.range n).sigma fun l => Finset.Icc (-(l : ℤ)) (l : ℤ)

/-- The basis of all orbitals in the shells up to X. -/
def basis (X : ℕ) : Finset Orbital :=
  (Finset.range (X + 1)).sigma fun n => shell n

/-- The energy A / n⁶ carried by an orbital with principal quantum number n. -/
def orbitalEnergy (A : ℝ) (o : Orbital) : ℝ := A / (o.1 : ℝ) ^ 6

/-- The energy of shell n, summed over its orbitals. -/
def shellEnergy (A : ℝ) (n : ℕ) : ℝ :=
  ∑ s ∈ shell n, orbitalEnergy A ⟨n, s⟩

/-- The energy omitted by the basis: the sum over all shells beyond X. -/
def omitted (A : ℝ) (X : ℕ) : ℝ := ∑' k : ℕ, shellEnergy A (k + X + 1)

/-- Shell n holds n² orbitals. -/
theorem shell_card (n : ℕ) : (shell n).card = n ^ 2 := by
  have h : ∀ l : ℕ, (Finset.Icc (-(l : ℤ)) (l : ℤ)).card = 2 * l + 1 := by
    intro l
    rw [Int.card_Icc]
    omega
  rw [shell, Finset.card_sigma]
  simp only [h]
  induction n with
  | zero => simp
  | succ k ih =>
    rw [Finset.sum_range_succ, ih]
    ring

/-- The number N of orbitals in the shells up to X obeys 6 N = X (X + 1) (2 X + 1). -/
theorem basis_card (X : ℕ) : 6 * (basis X).card = X * (X + 1) * (2 * X + 1) := by
  rw [basis, Finset.card_sigma]
  simp only [shell_card]
  induction X with
  | zero => simp
  | succ k ih =>
    rw [Finset.sum_range_succ, mul_add, ih]
    ring

/-- The shell with principal quantum number n + 1 contributes A / (n + 1)⁴. -/
theorem shellEnergy_eq (A : ℝ) (n : ℕ) :
    shellEnergy A (n + 1) = A / ((n : ℝ) + 1) ^ 4 := by
  simp only [shellEnergy, orbitalEnergy, Finset.sum_const, shell_card, nsmul_eq_mul]
  push_cast
  have h : (n : ℝ) + 1 ≠ 0 := by positivity
  field_simp

/-- The series of shell energies converges. -/
theorem shell_summable (A : ℝ) : Summable fun k : ℕ => shellEnergy A (k + 1) := by
  have h := ((summable_nat_add_iff 1).2
    (Real.summable_one_div_nat_pow.2 (by norm_num : 1 < 4))).mul_left A
  have e : (fun k : ℕ => shellEnergy A (k + 1)) =
      fun k : ℕ => A * (1 / ((k + 1 : ℕ) : ℝ) ^ 4) := by
    funext k
    rw [shellEnergy_eq, mul_one_div, Nat.cast_add, Nat.cast_one]
  rw [e]
  exact h

/-- The energy of the orbitals in the basis and the omitted energy add up to the
energy of all shells. -/
theorem basis_add_omitted (A : ℝ) (X : ℕ) :
    ∑ o ∈ basis X, orbitalEnergy A o + omitted A X = omitted A 0 := by
  have h := (shell_summable A).sum_add_tsum_nat_add X
  -- there is no orbital with n = 0
  have hempty : shell 0 = ∅ := Finset.card_eq_zero.1 ((shell_card 0).trans (by norm_num))
  have h0 : ∑ s ∈ shell 0, orbitalEnergy A ⟨0, s⟩ = 0 := by
    rw [hempty, Finset.sum_empty]
  rw [basis, Finset.sum_sigma, Finset.sum_range_succ', h0, add_zero]
  exact h

/-- For y > 0, one third of the difference 1 / y³ - 1 / (y + 1)³ lies between 1 / (y + 1)⁴ and 1 /
y⁴. -/
lemma cube_difference {y : ℝ} (hy : 0 < y) :
    1 / (3 * y ^ 3) - 1 / (3 * (y + 1) ^ 3) ≤ 1 / y ^ 4 ∧
    1 / (y + 1) ^ 4 ≤ 1 / (3 * y ^ 3) - 1 / (3 * (y + 1) ^ 3) := by
  have h1 : 1 / y ^ 4 - (1 / (3 * y ^ 3) - 1 / (3 * (y + 1) ^ 3)) =
      (6 * y ^ 2 + 8 * y + 3) / (3 * y ^ 4 * (y + 1) ^ 3) := by
    field_simp
    ring
  have h2 : 1 / (3 * y ^ 3) - 1 / (3 * (y + 1) ^ 3) - 1 / (y + 1) ^ 4 =
      (6 * y ^ 2 + 4 * y + 1) / (3 * y ^ 3 * (y + 1) ^ 4) := by
    field_simp
    ring
  have p1 : 0 ≤ (6 * y ^ 2 + 8 * y + 3) / (3 * y ^ 4 * (y + 1) ^ 3) := by positivity
  have p2 : 0 ≤ (6 * y ^ 2 + 4 * y + 1) / (3 * y ^ 3 * (y + 1) ^ 4) := by positivity
  constructor <;> linarith

/-- For x > 0, the differences 1 / (3 (k + x)³) - 1 / (3 (k + x + 1)³) over k = 0, 1, … sum to 1 /
(3 x³). -/
lemma telescope {x : ℝ} (hx : 0 < x) :
    HasSum (fun k : ℕ => 1 / (3 * ((k : ℝ) + x) ^ 3) - 1 / (3 * ((k : ℝ) + x + 1) ^ 3))
      (1 / (3 * x ^ 3)) := by
  rw [hasSum_iff_tendsto_nat_of_nonneg]
  · have hs : ∀ K : ℕ, ∑ k ∈ Finset.range K,
        (1 / (3 * ((k : ℝ) + x) ^ 3) - 1 / (3 * ((k : ℝ) + x + 1) ^ 3)) =
        1 / (3 * x ^ 3) - 1 / (3 * ((K : ℝ) + x) ^ 3) := by
      intro K
      induction K with
      | zero => simp
      | succ K ih =>
        have e : ((K + 1 : ℕ) : ℝ) + x = (K : ℝ) + x + 1 := by
          push_cast
          ring
        rw [Finset.sum_range_succ, ih, e]
        abel
    simp only [hs]
    have ht : Tendsto (fun K : ℕ => 3 * ((K : ℝ) + x) ^ 3) atTop atTop :=
      ((tendsto_pow_atTop (by norm_num : (3 : ℕ) ≠ 0)).comp
        (tendsto_atTop_add_const_right _ x tendsto_natCast_atTop_atTop)).const_mul_atTop
        (by norm_num : (0 : ℝ) < 3)
    have h0 : Tendsto (fun K : ℕ => 1 / (3 * ((K : ℝ) + x) ^ 3)) atTop (𝓝 0) :=
      tendsto_const_nhds.div_atTop ht
    simpa only [sub_zero] using h0.const_sub (1 / (3 * x ^ 3))
  · intro k
    have hk : 0 < (k : ℝ) + x := by positivity
    exact le_trans (by positivity) (cube_difference hk).2

/-- For A ≥ 0 and X ≥ 1 the omitted energy lies between A / (3 (X + 1)³) and A / (3 X³). -/
theorem omitted_bounds {A : ℝ} (hA : 0 ≤ A) {X : ℕ} (hX : 1 ≤ X) :
    A / (3 * ((X : ℝ) + 1) ^ 3) ≤ omitted A X ∧ omitted A X ≤ A / (3 * (X : ℝ) ^ 3) := by
  have hx : (0 : ℝ) < X := by exact_mod_cast hX
  have hS : HasSum (fun k : ℕ => shellEnergy A (k + X + 1)) (omitted A X) :=
    ((summable_nat_add_iff X).2 (shell_summable A)).hasSum
  -- compare the shells term by term with the telescoping series
  have lo := hasSum_le (fun k : ℕ => by
    have h := mul_le_mul_of_nonneg_left
      (cube_difference (y := (k : ℝ) + ((X : ℝ) + 1)) (by positivity)).1 hA
    rw [shellEnergy_eq, Nat.cast_add, add_assoc (k : ℝ) (X : ℝ) 1]
    rwa [mul_one_div] at h) ((telescope (x := (X : ℝ) + 1) (by positivity)).mul_left A) hS
  have up := hasSum_le (fun k : ℕ => by
    have h := mul_le_mul_of_nonneg_left
      (cube_difference (y := (k : ℝ) + (X : ℝ)) (by positivity)).2 hA
    rw [shellEnergy_eq, Nat.cast_add]
    rwa [mul_one_div] at h) hS ((telescope hx).mul_left A)
  rw [mul_one_div] at lo up
  exact ⟨lo, up⟩

/-- The omitted energy times X³ tends to A / 3. -/
theorem omitted_cubic (A : ℝ) :
    Tendsto (fun X : ℕ => (X : ℝ) ^ 3 * omitted A X) atTop (𝓝 (A / 3)) := by
  have hl : Tendsto (fun X : ℕ => (1 - 1 / ((X : ℝ) + 1)) ^ 3 / 3) atTop (𝓝 (1 / 3)) := by
    have h := (((tendsto_one_div_add_atTop_nhds_zero_nat (𝕜 := ℝ)).const_sub 1).pow 3).div_const 3
    simpa only [sub_zero, one_pow] using h
  have key : Tendsto (fun X : ℕ => (X : ℝ) ^ 3 * omitted 1 X) atTop (𝓝 (1 / 3)) := by
    refine tendsto_of_tendsto_of_tendsto_of_le_of_le' hl tendsto_const_nhds ?_ ?_
    · filter_upwards [eventually_ge_atTop 1] with X hX
      have e : (1 - 1 / ((X : ℝ) + 1)) ^ 3 / 3 = (X : ℝ) ^ 3 * (1 / (3 * ((X : ℝ) + 1) ^ 3)) := by
        have h1 : (X : ℝ) + 1 ≠ 0 := by positivity
        have h2 : 1 - 1 / ((X : ℝ) + 1) = (X : ℝ) / ((X : ℝ) + 1) := by
          field_simp
          ring
        rw [h2, div_pow]
        field_simp
      rw [e]
      exact mul_le_mul_of_nonneg_left (omitted_bounds zero_le_one hX).1 (by positivity)
    · filter_upwards [eventually_ge_atTop 1] with X hX
      have hx : (0 : ℝ) < X := by exact_mod_cast hX
      have e : (X : ℝ) ^ 3 * (1 / (3 * (X : ℝ) ^ 3)) = 1 / 3 := by field_simp
      rw [← e]
      exact mul_le_mul_of_nonneg_left (omitted_bounds zero_le_one hX).2 (by positivity)
  -- the omitted energy is linear in A, so the sign of A is free
  have lin : ∀ X : ℕ, omitted A X = A * omitted 1 X := by
    intro X
    unfold omitted
    rw [← tsum_mul_left]
    refine tsum_congr fun k => ?_
    rw [shellEnergy_eq A, shellEnergy_eq 1, mul_one_div]
  have h := key.const_mul A
  rw [mul_one_div] at h
  refine h.congr fun X => ?_
  rw [lin X]
  ring

/-- The omitted energy times the number of orbitals in the basis tends to A / 9. -/
theorem omitted_inverse_basis_size (A : ℝ) :
    Tendsto (fun X : ℕ => ((basis X).card : ℝ) * omitted A X) atTop (𝓝 (A / 9)) := by
  have h0 : Tendsto (fun X : ℕ => 1 / (X : ℝ)) atTop (𝓝 0) :=
    tendsto_one_div_atTop_nhds_zero_nat
  have h := (((h0.const_add 1).mul (h0.const_add 2)).div_const 6).mul (omitted_cubic A)
  have e : (1 + 0) * (2 + 0) / 6 * (A / 3) = A / 9 := by ring
  rw [e] at h
  refine h.congr' ?_
  filter_upwards [eventually_ge_atTop 1] with X hX
  have hx : (X : ℝ) ≠ 0 := by
    have : (0 : ℝ) < X := by exact_mod_cast hX
    exact this.ne'
  have hc : 6 * ((basis X).card : ℝ) = X * (X + 1) * (2 * X + 1) := by
    exact_mod_cast basis_card X
  have hN : (1 + 1 / (X : ℝ)) * (2 + 1 / (X : ℝ)) / 6 * (X : ℝ) ^ 3 = (basis X).card := by
    have h2 : ((basis X).card : ℝ) = X * (X + 1) * (2 * X + 1) / 6 := by linarith
    rw [h2]
    field_simp
  rw [← mul_assoc, hN]

/-- For A ≠ 0, doubling the highest shell X multiplies the omitted energy by a factor
that tends to 1 / 8. -/
theorem omitted_doubling {A : ℝ} (hA : A ≠ 0) :
    Tendsto (fun X : ℕ => omitted A (2 * X) / omitted A X) atTop (𝓝 (1 / 8)) := by
  have h2 : Tendsto (fun X : ℕ => 2 * X) atTop atTop :=
    tendsto_atTop_mono (fun X => by
      change X ≤ 2 * X
      omega) tendsto_id
  have hA3 : A / 3 ≠ 0 := div_ne_zero hA (by norm_num)
  have h := (((omitted_cubic A).comp h2).div (omitted_cubic A) hA3).const_mul (1 / 8)
  rw [div_self hA3, mul_one] at h
  refine h.congr' ?_
  filter_upwards [eventually_ge_atTop 1] with X hX
  have hx : (X : ℝ) ^ 3 ≠ 0 := by
    have : (0 : ℝ) < X := by exact_mod_cast hX
    positivity
  have e : ((2 * X : ℕ) : ℝ) ^ 3 * omitted A (2 * X) =
      (X : ℝ) ^ 3 * (8 * omitted A (2 * X)) := by
    push_cast
    ring
  change 1 / 8 * (((2 * X : ℕ) : ℝ) ^ 3 * omitted A (2 * X) / ((X : ℝ) ^ 3 * omitted A X)) = _
  rw [e, mul_div_mul_left _ _ hx]
  ring

end

end PrincipalExpansion
```

```lean
#print axioms PrincipalExpansion.basis_add_omitted
-- 'PrincipalExpansion.basis_add_omitted' depends on axioms: [propext, Classical.choice, Quot.sound]
#print axioms PrincipalExpansion.omitted_inverse_basis_size
-- 'PrincipalExpansion.omitted_inverse_basis_size' depends on axioms: [propext, Classical.choice, Quot.sound]
#print axioms PrincipalExpansion.omitted_doubling
-- 'PrincipalExpansion.omitted_doubling' depends on axioms: [propext, Classical.choice, Quot.sound]
```

## What the Lean statements say about the orbitals

An `Orbital` is a triple of two natural numbers and an integer; the restrictions 0 ≤ l < n and |m| ≤ l enter through `shell`. The set `basis X` formally includes n = 0, but that shell is empty. N(X) is `(basis X).card`, and `basis_card` states its formula multiplied by 6, which avoids division of natural numbers.

R(X) is `omitted A X`, whose index k = 0, 1, … labels shell k+X+1. Lean assigns a value even to a divergent series, so `shell_summable` is what makes this one a genuine sum. `basis_add_omitted` confirms that the energy kept plus R(X) equals R(0), the energy of all shells.

The two limits are `omitted_cubic` and `omitted_inverse_basis_size`, for every real A; `omitted_doubling` requires A ≠ 0.

The energy A/n⁶ is assumed, not derived from a Hamiltonian. It stands for the slow gain per orbital when products of orbitals must describe the cusp where two electrons meet. The orbitals meant here are optimised for the correlated atom; they are not hydrogen's bound states, which without the continuum do not form a complete set. The model makes the power law exact from n = 1, independent of l and m, and additive over orbitals. Within these restrictions, it reproduces for large X the inverse-cube form used to extrapolate correlation energies to the basis-set limit.

## How the proof follows the calculation

`shell_card` and `basis_card` do the counting by induction, and `shellEnergy_eq` turns the count into A/(n+1)⁴ for shell n+1.

`cube_difference` replaces the integral by algebra: each gap in the double inequality is written as a fraction with positive numerator and denominator. `telescope` finds the partial sums by induction and takes their limit. `omitted_bounds` then compares the series term by term with `hasSum_le`.

`omitted_cubic` squeezes the case A = 1 between its bounds and extends it to all A by the linearity step `lin`. `omitted_inverse_basis_size` multiplies this limit by that of N(X)/X³, using the exact count for X ≥ 1. `omitted_doubling` divides the cubic law at 2X by the one at X, which is allowed because A/3 ≠ 0.
